# Stationary points of a mean-field dimer in a staggered field

In the energy E(x) defined below, take equal hopping and field parameters, a = b > 0, and interaction U. The dimer state at mixing angle 2π − y, which is polarised against the field, is stationary when

a/cos y + a/sin y = U, 0 < y < π/2.

The left side has minimum 2√2 a, at y = π/4. Two solutions exist for larger U; they merge at equality, then vanish.

## Counting by quadrant

For hopping parameter a, staggered-field parameter b and interaction U, all positive, let

E(x) = −a cos x − b sin x + (U/2) cos² x

E′(x) = a sin x − b cos x − U sin x cos x.

This is the unrestricted Hartree–Fock energy of a Hubbard dimer with one electron of each spin, equal site charges and site magnetisations ± sin x. For hopping amplitude t and field term −h(m₁ − m₂), where mᵢ = nᵢ↑ − nᵢ↓, the parameters are a = 2t and b = 2h, and U is the Hubbard interaction.

E′ is nonzero at multiples of π/2 and positive in the second quadrant. Elsewhere, dividing E′ = 0 by sin y cos y gives

x = y: a/cos y − b/sin y = U

x = π + y: a/cos y − b/sin y = −U

x = 2π − y: g(y) = a/cos y + b/sin y = U.

The first two left sides increase from −∞ to ∞, giving one solution each. g diverges at both ends, and

g′(y) = a sin y/cos² y − b cos y/sin² y

vanishes only at w, where tan³ w = b/a. Writing a = V cos³ w, b = V sin³ w gives minimum g(w) = V, with V^(2/3) = a^(2/3) + b^(2/3). The total is four, three or two for V <, = or > U.

Since E″ = a cos x + b sin x − U(cos² x − sin² x), eliminating U with E′ = 0 gives

E″ sin x cos x = a sin³ x + b cos³ x.

The first-quadrant point is a minimum, the third-quadrant point a maximum, and 2π − y a minimum if y > w, lying 2b sin y above its mirror state at angle y. That mirror state is not stationary, so the first-quadrant minimum lies lower still.

In this one-angle model with a = 1, U = 8, an SCF scan following the opposed minimum upward in b loses it at b = 3√3.

## The Lean development

```lean
import Mathlib

open Real Set
open scoped Topology

namespace MeanFieldDimer

noncomputable section
```

In Lean the two-site energy is a definition; its link to the Hubbard dimer is not formalised. What its docstring calls the hopping amplitude `a` is 2t, twice the Hubbard amplitude.

```lean
/-- Mean-field dimer energy at mixing angle `x`, with hopping amplitude `a`, staggered field `b`
and interaction `U`. -/
def energy (a b U x : ℝ) : ℝ := -a * cos x - b * sin x + U / 2 * cos x ^ 2
```

Stationarity means zero `deriv`; the period is half-open.

```lean
/-- Stationary points of the energy in one period `[0, 2π)`. -/
def stationaryPoints (a b U : ℝ) : Set ℝ :=
  {x | x ∈ Ico 0 (2 * π) ∧ deriv (energy a b U) x = 0}

/-- Angles `y` in `(0, π/2)` that solve the stationarity condition for the state `2π - y`. -/
def opposed (a b U : ℝ) : Set ℝ :=
  {y | y ∈ Ioo 0 (π / 2) ∧ a * sin y + b * cos y = U * (sin y * cos y)}

/-- Sine and cosine are positive in the open first quadrant. -/
theorem quadrant_pos {y : ℝ} (hy : y ∈ Ioo 0 (π / 2)) : 0 < sin y ∧ 0 < cos y :=
  ⟨sin_pos_of_pos_of_lt_pi hy.1 (by linarith [hy.2, pi_pos]),
    cos_pos_of_mem_Ioo ⟨by linarith [hy.1, pi_pos], hy.2⟩⟩

/-- The derivative of the energy with respect to the mixing angle. -/
theorem hasDerivAt_energy (a b U x : ℝ) :
    HasDerivAt (energy a b U) (a * sin x - b * cos x - U * (sin x * cos x)) x := by
  have h := (((hasDerivAt_cos x).const_mul (-a)).fun_sub
    ((hasDerivAt_sin x).const_mul b)).fun_add (((hasDerivAt_cos x).fun_pow 2).const_mul (U / 2))
  exact h.congr_deriv (by norm_num; ring)

/-- At a stationary point the curvature times `sin x cos x` equals `a sin³ x + b cos³ x`. -/
theorem curvature {a b U x : ℝ} (h : deriv (energy a b U) x = 0) :
    deriv (deriv (energy a b U)) x * (sin x * cos x) = a * sin x ^ 3 + b * cos x ^ 3 := by
  rw [(hasDerivAt_energy a b U x).deriv] at h
  have hf : deriv (energy a b U) = fun y => a * sin y - b * cos y - U * (sin y * cos y) :=
    funext fun y => (hasDerivAt_energy a b U y).deriv
  have h2 := (((hasDerivAt_sin x).const_mul a).fun_sub ((hasDerivAt_cos x).const_mul b)).fun_sub
    (((hasDerivAt_sin x).fun_mul (hasDerivAt_cos x)).const_mul U)
  rw [hf, h2.deriv]
  linear_combination (cos x ^ 2 - sin x ^ 2) * h
```

In the next theorem `V` is any real number, not the minimum of g; the first and third quadrants use it at U and −U. Existence uses intermediate values; eliminating `V` between two solutions gives uniqueness.

```lean
/-- For `a, b > 0` and any real `V`, the equation `a sin y - b cos y = V sin y cos y` has exactly
one solution in the open first quadrant. -/
theorem aligned (V : ℝ) {a b : ℝ} (ha : 0 < a) (hb : 0 < b) :
    ∃! y, y ∈ Ioo 0 (π / 2) ∧ a * sin y - b * cos y = V * (sin y * cos y) := by
  have key : ∀ y z : ℝ, (y ∈ Ioo 0 (π / 2) ∧ a * sin y - b * cos y = V * (sin y * cos y)) →
      (z ∈ Ioo 0 (π / 2) ∧ a * sin z - b * cos z = V * (sin z * cos z)) → ¬ y < z := by
    rintro y z ⟨hy, e⟩ ⟨hz, e'⟩ hlt
    obtain ⟨s, c⟩ := quadrant_pos hy
    obtain ⟨s', c'⟩ := quadrant_pos hz
    have h1 := sin_lt_sin_of_lt_of_le_pi_div_two (by linarith [hy.1, pi_pos]) hz.2.le hlt
    have h2 := cos_lt_cos_of_nonneg_of_le_pi_div_two hy.1.le hz.2.le hlt
    -- eliminating `V` equates a positive and a negative quantity
    have h3 := mul_pos (mul_pos ha (mul_pos s s')) (sub_pos.2 h2)
    have h4 := mul_pos (mul_pos hb (mul_pos c c')) (sub_pos.2 h1)
    have h5 : a * (sin y * sin z) * (cos y - cos z)
        + b * (cos y * cos z) * (sin z - sin y) = 0 := by
      linear_combination (sin y * cos y) * e' - (sin z * cos z) * e
    linarith
  have hc : Continuous fun y => a * sin y - b * cos y - V * (sin y * cos y) := by fun_prop
  obtain ⟨y, hy, e⟩ := intermediate_value_Ioo (by positivity : (0 : ℝ) ≤ π / 2) hc.continuousOn
    (show (0 : ℝ) ∈ Ioo _ _ from ⟨by simpa using hb, by simpa using ha⟩)
  have hy' := And.intro hy (sub_eq_zero.1 e)
  exact ⟨y, hy', fun z hz => le_antisymm (not_lt.1 (key y z hy' hz)) (not_lt.1 (key z y hz hy'))⟩
```

The quadrant analysis becomes a set equality.

```lean
/-- For positive parameters the stationary points are one in the first quadrant, one in the third,
and the states `2π - z` with `z` an opposed solution. -/
theorem stationary_eq {a b U : ℝ} (ha : 0 < a) (hb : 0 < b) (hU : 0 < U) :
    ∃ x ∈ Ioo 0 (π / 2), ∃ y ∈ Ioo 0 (π / 2), stationaryPoints a b U =
      insert x (insert (y + π) ((fun z => 2 * π - z) '' opposed a b U)) := by
  obtain ⟨x, ⟨hx, ex⟩, ux⟩ := aligned U ha hb
  obtain ⟨y, ⟨hy, ey⟩, uy⟩ := aligned (-U) ha hb
  refine ⟨x, hx, y, hy, ?_⟩
  have hd := fun t => (hasDerivAt_energy a b U t).deriv
  ext t
  simp only [stationaryPoints, Set.mem_ofPred_eq, mem_insert_iff, mem_image, hd]
  constructor
  · rintro ⟨⟨h0, h1⟩, h⟩
    rcases lt_or_ge t (π / 2) with h2 | h2
    · rcases h0.eq_or_lt with h3 | h3
      · rw [← h3] at h
        simp at h
        linarith
      · exact Or.inl (ux t ⟨⟨h3, h2⟩, by linarith⟩)
    rcases le_or_gt t π with h3 | h3
    · -- in the second quadrant all three terms have the same sign
      have s := sin_nonneg_of_nonneg_of_le_pi h0 h3
      have c := neg_nonneg.2 (cos_nonpos_of_pi_div_two_le_of_le h2 (by linarith [pi_pos]))
      have k1 := mul_nonneg ha.le s
      have k2 := mul_nonneg hb.le c
      have k3 := mul_nonneg hU.le (mul_nonneg s c)
      have s0 := (mul_eq_zero.1 (show a * sin t = 0 by nlinarith)).resolve_left ha.ne'
      have c0 := (mul_eq_zero.1 (show b * cos t = 0 by nlinarith)).resolve_left hb.ne'
      have := sin_sq_add_cos_sq t
      norm_num [s0, c0] at this
    rcases lt_trichotomy t (π / 2 + π) with h4 | h4 | h4
    · have := uy (t - π) ⟨⟨by linarith, by linarith⟩, by
        rw [sin_sub_pi, cos_sub_pi]; linear_combination -h⟩
      exact Or.inr (Or.inl (by linarith))
    · rw [h4, sin_add_pi, cos_add_pi] at h
      simp at h
      linarith
    · refine Or.inr (Or.inr ⟨2 * π - t, ⟨⟨by linarith, by linarith⟩, ?_⟩, by ring⟩)
      rw [sin_two_pi_sub, cos_two_pi_sub]
      linear_combination -h
  · rintro (rfl | rfl | ⟨z, ⟨hz, ez⟩, rfl⟩)
    · exact ⟨⟨hx.1.le, by linarith [hx.2, pi_pos]⟩, by linarith⟩
    · refine ⟨⟨by linarith [hy.1, pi_pos], by linarith [hy.2, pi_pos]⟩, ?_⟩
      rw [sin_add_pi, cos_add_pi]
      linear_combination -ey
    · refine ⟨⟨by linarith [hz.2, pi_pos], by linarith [hz.1]⟩, ?_⟩
      rw [sin_two_pi_sub, cos_two_pi_sub]
      linear_combination -ez

/-- Every pair `a, b > 0` lies on an astroid `a = V cos³ w`, `b = V sin³ w` of size `V > 0`, and
`a^(2/3) + b^(2/3) = V^(2/3)`. -/
theorem astroid {a b : ℝ} (ha : 0 < a) (hb : 0 < b) :
    ∃ V w : ℝ, 0 < V ∧ w ∈ Ioo 0 (π / 2) ∧ a = V * cos w ^ 3 ∧ b = V * sin w ^ 3 ∧
      a ^ (2 / 3 : ℝ) + b ^ (2 / 3 : ℝ) = V ^ (2 / 3 : ℝ) := by
  have cube : ∀ t : ℝ, 0 < t → (t ^ (1 / 3 : ℝ)) ^ 3 = t := fun t ht => by
    rw [← rpow_natCast, ← rpow_mul ht.le]; norm_num
  have sq : ∀ t : ℝ, 0 < t → (t ^ 3) ^ (2 / 3 : ℝ) = t ^ 2 := fun t ht => by
    rw [← rpow_natCast t 3, ← rpow_mul ht.le, ← rpow_natCast t 2]; norm_num
  obtain ⟨w, ⟨hw, e⟩, -⟩ := aligned 0 (rpow_pos_of_pos ha (1 / 3)) (rpow_pos_of_pos hb (1 / 3))
  obtain ⟨s, c⟩ := quadrant_pos hw
  have e3 : b * cos w ^ 3 = a * sin w ^ 3 := by
    have h : b ^ (1 / 3 : ℝ) * cos w = a ^ (1 / 3 : ℝ) * sin w := by linarith
    have h3 := congrArg (fun t : ℝ => t ^ 3) h
    simpa only [mul_pow, cube a ha, cube b hb] using h3
  obtain ⟨V, hV, ea, eb⟩ : ∃ V : ℝ, 0 < V ∧ a = V * cos w ^ 3 ∧ b = V * sin w ^ 3 :=
    ⟨a / cos w ^ 3, by positivity, (div_mul_cancel₀ a (pow_pos c 3).ne').symm, by
      rw [div_mul_eq_mul_div, eq_div_iff (pow_pos c 3).ne', e3]⟩
  refine ⟨V, w, hV, hw, ea, eb, ?_⟩
  rw [ea, eb, mul_rpow hV.le (pow_pos c 3).le, mul_rpow hV.le (pow_pos s 3).le, sq _ c, sq _ s]
  linear_combination V ^ (2 / 3 : ℝ) * sin_sq_add_cos_sq w
```

Rolle's theorem, `exists_hasDerivAt_eq_zero`, puts a zero of g′ between any two solutions. That zero is `w`, so every pair straddles `w` and a third solution is impossible.

```lean
/-- For `w` in `(0, π/2)` and `0 < V < U`, the parameters `a = V cos³ w`, `b = V sin³ w` have
exactly two opposed solutions, one on each side of `w`. -/
theorem opposed_pair {V w U : ℝ} (hV : 0 < V) (hw : w ∈ Ioo 0 (π / 2)) (hUV : V < U) :
    ∃ y z, y < w ∧ w < z ∧ opposed (V * cos w ^ 3) (V * sin w ^ 3) U = {y, z} := by
  obtain ⟨S, C⟩ := quadrant_pos hw
  have hA := mul_pos hV (pow_pos C 3)
  have hB := mul_pos hV (pow_pos S 3)
  have roll : ∀ y ∈ opposed (V * cos w ^ 3) (V * sin w ^ 3) U,
      ∀ z ∈ opposed (V * cos w ^ 3) (V * sin w ^ 3) U, y < z → y < w ∧ w < z := by
    rintro y ⟨hy, ey⟩ z ⟨hz, ez⟩ hlt
    have val : ∀ t ∈ Ioo 0 (π / 2), V * cos w ^ 3 * sin t + V * sin w ^ 3 * cos t
        = U * (sin t * cos t) → V * cos w ^ 3 / cos t + V * sin w ^ 3 / sin t = U := by
      intro t ht e
      obtain ⟨s, c⟩ := quadrant_pos ht
      rw [div_add_div _ _ c.ne' s.ne', div_eq_iff (mul_pos c s).ne']
      linear_combination e
    have D : ∀ t ∈ Ioo 0 (π / 2), HasDerivAt
        (fun t => V * cos w ^ 3 / cos t + V * sin w ^ 3 / sin t)
        ((0 * cos t - V * cos w ^ 3 * (-sin t)) / cos t ^ 2
          + (0 * sin t - V * sin w ^ 3 * cos t) / sin t ^ 2) t := fun t ht =>
      ((hasDerivAt_const t _).fun_div (hasDerivAt_cos t) (quadrant_pos ht).2.ne').fun_add
        ((hasDerivAt_const t _).fun_div (hasDerivAt_sin t) (quadrant_pos ht).1.ne')
    -- Rolle: between two solutions lies a point with `tan³ = tan³ w`
    obtain ⟨r, hr, h⟩ := exists_hasDerivAt_eq_zero hlt
      (fun t ht => (D t ⟨hy.1.trans_le ht.1, ht.2.trans_lt hz.2⟩).continuousAt.continuousWithinAt)
      ((val y hy ey).trans (val z hz ez).symm)
      (fun t ht => D t ⟨hy.1.trans ht.1, ht.2.trans hz.2⟩)
    have hr' : r ∈ Ioo 0 (π / 2) := ⟨hy.1.trans hr.1, hr.2.trans hz.2⟩
    obtain ⟨s, c⟩ := quadrant_pos hr'
    rw [div_add_div _ _ (pow_pos c 2).ne' (pow_pos s 2).ne', div_eq_zero_iff] at h
    have h := h.resolve_right (mul_pos (pow_pos c 2) (pow_pos s 2)).ne'
    have h3 : (cos w * sin r) ^ 3 = (sin w * cos r) ^ 3 :=
      mul_left_cancel₀ hV.ne' (by linear_combination h)
    have h1 := (pow_left_inj₀ (mul_pos C s).le (mul_pos S c).le three_ne_zero).1 h3
    have h0 : sin (r - w) = 0 := by rw [sin_sub]; linear_combination h1
    have := (sin_eq_zero_iff_of_lt_of_lt (by linarith [hr'.1, hw.2, pi_pos])
      (by linarith [hr'.2, hw.1, pi_pos])).1 h0
    exact ⟨by linarith [hr.1], by linarith [hr.2]⟩
  have hc : Continuous fun t => V * cos w ^ 3 * sin t + V * sin w ^ 3 * cos t
      - U * (sin t * cos t) := by fun_prop
  have fw : V * cos w ^ 3 * sin w + V * sin w ^ 3 * cos w - U * (sin w * cos w) < 0 := by
    have h := mul_pos (sub_pos.2 hUV) (mul_pos S C)
    have e : V * cos w ^ 3 * sin w + V * sin w ^ 3 * cos w - U * (sin w * cos w)
        = -((U - V) * (sin w * cos w)) := by
      linear_combination V * sin w * cos w * sin_sq_add_cos_sq w
    linarith
  obtain ⟨y, hy, ey⟩ := intermediate_value_Ioo' hw.1.le hc.continuousOn
    (show (0 : ℝ) ∈ Ioo _ _ from ⟨fw, by simpa using hB⟩)
  obtain ⟨z, hz, ez⟩ := intermediate_value_Ioo hw.2.le hc.continuousOn
    (show (0 : ℝ) ∈ Ioo _ _ from ⟨fw, by simpa using hA⟩)
  have Ty : y ∈ opposed (V * cos w ^ 3) (V * sin w ^ 3) U :=
    ⟨⟨hy.1, hy.2.trans hw.2⟩, sub_eq_zero.1 ey⟩
  have Tz : z ∈ opposed (V * cos w ^ 3) (V * sin w ^ 3) U :=
    ⟨⟨hw.1.trans hz.1, hz.2⟩, sub_eq_zero.1 ez⟩
  refine ⟨y, z, hy.2, hz.1, Set.ext fun t => ⟨fun ht => ?_, ?_⟩⟩
  · rcases lt_trichotomy t y with h | h | h
    · linarith [(roll t ht y Ty h).2, hy.2]
    · exact Or.inl h
    rcases lt_trichotomy t z with h' | h' | h'
    · linarith [(roll y Ty t ht h).2, (roll t ht z Tz h').1]
    · exact Or.inr h'
    · linarith [(roll z Tz t ht h').1, hz.1]
  · rintro (rfl | rfl)
    · exact Ty
    · exact Tz
```

For U ≤ V, a trigonometric identity replaces minimisation of g.

```lean
/-- For `w` in `(0, π/2)`, `V > 0` and `U ≤ V`, an opposed solution for `a = V cos³ w`,
`b = V sin³ w` can only be `w` itself, and only if `U = V`. -/
theorem opposed_strong {V w U y : ℝ} (hV : 0 < V) (hw : w ∈ Ioo 0 (π / 2)) (hUV : U ≤ V)
    (h : y ∈ opposed (V * cos w ^ 3) (V * sin w ^ 3) U) : y = w ∧ U = V := by
  obtain ⟨hy, e⟩ := h
  obtain ⟨s, c⟩ := quadrant_pos hy
  obtain ⟨S, C⟩ := quadrant_pos hw
  have k : U * (sin y * cos y) * cos (y - w)
      = V * (sin y * cos y) + V * (sin w * cos w) * sin (y - w) ^ 2 := by
    rw [cos_sub, sin_sub]
    linear_combination (-(cos y * cos w + sin y * sin w)) * e
      + V * sin y * cos y * (sin w ^ 2 + cos w ^ 2 + 1) * sin_sq_add_cos_sq w
  have hm : 0 < cos (y - w) :=
    cos_pos_of_mem_Ioo ⟨by linarith [hy.1, hw.2], by linarith [hy.2, hw.1]⟩
  have k1 : U * cos (y - w) ≤ V := by
    linarith [mul_le_mul_of_nonneg_right hUV hm.le,
      mul_le_mul_of_nonneg_left (cos_le_one (y - w)) hV.le]
  have k2 := mul_le_mul_of_nonneg_left k1 (mul_pos s c).le
  have k3 : sin (y - w) = 0 := by
    by_contra hn
    have := mul_pos (mul_pos hV (mul_pos S C)) (sq_pos_of_ne_zero hn)
    nlinarith
  have hyw : y = w := sub_eq_zero.1 ((sin_eq_zero_iff_of_lt_of_lt
    (by linarith [hy.1, hw.2, pi_pos]) (by linarith [hy.2, hw.1, pi_pos])).1 k3)
  rw [hyw] at e
  exact ⟨hyw, mul_right_cancel₀ (mul_pos S C).ne' (by
    linear_combination -e + V * sin w * cos w * sin_sq_add_cos_sq w)⟩
```

`ncard` counts the points in all three regimes. The count is for the one-angle energy; Hartree–Fock states with unequal site charges lie outside it.

```lean
/-- For `a, b, U > 0` the dimer has four, three or two stationary points per period according as
`a^(2/3) + b^(2/3)` is less than, equal to or greater than `U^(2/3)`. -/
theorem ncard_stationaryPoints {a b U : ℝ} (ha : 0 < a) (hb : 0 < b) (hU : 0 < U) :
    (a ^ (2 / 3 : ℝ) + b ^ (2 / 3 : ℝ) < U ^ (2 / 3 : ℝ) → (stationaryPoints a b U).ncard = 4) ∧
    (a ^ (2 / 3 : ℝ) + b ^ (2 / 3 : ℝ) = U ^ (2 / 3 : ℝ) → (stationaryPoints a b U).ncard = 3) ∧
    (U ^ (2 / 3 : ℝ) < a ^ (2 / 3 : ℝ) + b ^ (2 / 3 : ℝ) →
      (stationaryPoints a b U).ncard = 2) := by
  obtain ⟨V, w, hV, hw, rfl, rfl, es⟩ := astroid ha hb
  obtain ⟨x, hx, y, hy, hS⟩ := stationary_eq ha hb hU
  have count : ∀ T : Set ℝ, T.Finite → opposed (V * cos w ^ 3) (V * sin w ^ 3) U = T →
      (stationaryPoints (V * cos w ^ 3) (V * sin w ^ 3) U).ncard = T.ncard + 1 + 1 := by
    rintro T hf rfl
    have hi := hf.image (fun z => 2 * π - z)
    have n2 : y + π ∉ (fun z => 2 * π - z) '' opposed (V * cos w ^ 3) (V * sin w ^ 3) U := by
      rintro ⟨z, ⟨hz, -⟩, h⟩
      have h' : 2 * π - z = y + π := h
      linarith [hz.2, hy.2]
    have n1 : x ∉ insert (y + π)
        ((fun z => 2 * π - z) '' opposed (V * cos w ^ 3) (V * sin w ^ 3) U) := by
      rintro (h | ⟨z, ⟨hz, -⟩, h⟩)
      · linarith [hx.2, hy.1, pi_pos]
      · have h' : 2 * π - z = x := h
        linarith [hz.2, hx.2, pi_pos]
    have inj : Function.Injective (fun z : ℝ => 2 * π - z) := by
      intro p q h
      have h' : 2 * π - p = 2 * π - q := h
      linarith
    rw [hS, ncard_insert_of_notMem n1 (hi.insert _), ncard_insert_of_notMem n2 hi,
      ncard_image_of_injective _ inj]
  rw [es]
  refine ⟨fun h => ?_, fun h => ?_, fun h => ?_⟩
  · have hlt := (rpow_lt_rpow_iff hV.le hU.le (by norm_num)).1 h
    obtain ⟨p, q, hp, hq, hT⟩ := opposed_pair hV hw hlt
    have hc := count _ (toFinite _) hT
    rw [ncard_pair (hp.trans hq).ne] at hc
    exact hc
  · have he : V = U := (rpow_left_inj hV.le hU.le (by norm_num)).1 h
    have hT : opposed (V * cos w ^ 3) (V * sin w ^ 3) U = {w} := by
      refine Set.ext fun t => ⟨fun ht => (opposed_strong hV hw he.ge ht).1, ?_⟩
      rintro rfl
      refine ⟨hw, ?_⟩
      rw [← he]
      linear_combination V * sin t * cos t * sin_sq_add_cos_sq t
    have hc := count _ (toFinite _) hT
    rw [ncard_singleton] at hc
    exact hc
  · have hlt := (rpow_lt_rpow_iff hU.le hV.le (by norm_num)).1 h
    have hc := count ∅ finite_empty (eq_empty_of_forall_notMem fun t ht =>
      hlt.ne (opposed_strong hV hw hlt.le ht).2)
    rw [ncard_empty] at hc
    exact hc
```

`IsLocalMin` expresses local minimality; minima at equality are left unclassified. Curvature signs identify the minima.

```lean
/-- Let `a, b, U > 0`. If `a^(2/3) + b^(2/3) < U^(2/3)`, there is a local minimum `x` in
`(3π/2, 2π)` that lies above its mirror state `2π - x` in energy. If `a^(2/3) + b^(2/3) > U^(2/3)`,
there is exactly one local minimum per period. -/
theorem metastable_minimum {a b U : ℝ} (ha : 0 < a) (hb : 0 < b) (hU : 0 < U) :
    (a ^ (2 / 3 : ℝ) + b ^ (2 / 3 : ℝ) < U ^ (2 / 3 : ℝ) → ∃ x ∈ Ioo (3 * π / 2) (2 * π),
      IsLocalMin (energy a b U) x ∧ energy a b U (2 * π - x) < energy a b U x) ∧
    (U ^ (2 / 3 : ℝ) < a ^ (2 / 3 : ℝ) + b ^ (2 / 3 : ℝ) →
      ∃! x, x ∈ Ico 0 (2 * π) ∧ IsLocalMin (energy a b U) x) := by
  obtain ⟨V, w, hV, hw, rfl, rfl, es⟩ := astroid ha hb
  obtain ⟨x, hx, y, hy, hS⟩ := stationary_eq ha hb hU
  rw [es]
  constructor
  · intro h
    obtain ⟨p, z, -, hwz, hT⟩ :=
      opposed_pair hV hw ((rpow_lt_rpow_iff hV.le hU.le (by norm_num)).1 h)
    have Tz : z ∈ opposed (V * cos w ^ 3) (V * sin w ^ 3) U := by rw [hT]; exact Or.inr rfl
    have mz : 2 * π - z ∈ stationaryPoints (V * cos w ^ 3) (V * sin w ^ 3) U := by
      rw [hS]; exact Or.inr (Or.inr ⟨z, Tz, rfl⟩)
    obtain ⟨hz, -⟩ := Tz
    obtain ⟨-, dz⟩ := mz
    obtain ⟨s, c⟩ := quadrant_pos hz
    obtain ⟨S, C⟩ := quadrant_pos hw
    have k := curvature dz
    rw [sin_two_pi_sub, cos_two_pi_sub] at k
    have h1 := sin_pos_of_pos_of_lt_pi (sub_pos.2 hwz) (by linarith [hz.2, hw.1, pi_pos])
    rw [sin_sub] at h1
    have h3 := pow_lt_pow_left₀ (show sin w * cos z < cos w * sin z by linarith)
      (mul_pos S c).le three_ne_zero
    refine ⟨2 * π - z, ⟨by linarith [hz.2], by linarith [hz.1]⟩,
      isLocalMin_of_deriv_deriv_pos ?_ dz (hasDerivAt_energy _ _ _ _).continuousAt, ?_⟩
    · by_contra hn
      have h4 := mul_nonneg (neg_nonneg.2 (not_lt.1 hn)) (mul_pos s c).le
      have h5 := mul_pos hV (sub_pos.2 h3)
      nlinarith
    · rw [sub_sub_cancel]
      simp only [energy, cos_two_pi_sub, sin_two_pi_sub]
      linarith [mul_pos hb s]
  · intro h
    have hlt := (rpow_lt_rpow_iff hU.le hV.le (by norm_num)).1 h
    have mx : x ∈ stationaryPoints (V * cos w ^ 3) (V * sin w ^ 3) U := by
      rw [hS]; exact Or.inl rfl
    obtain ⟨ix, dx⟩ := mx
    obtain ⟨s, c⟩ := quadrant_pos hx
    refine ⟨x, ⟨ix, isLocalMin_of_deriv_deriv_pos ?_ dx
      (hasDerivAt_energy _ _ _ _).continuousAt⟩, ?_⟩
    · by_contra hn
      have h4 := mul_nonneg (neg_nonneg.2 (not_lt.1 hn)) (mul_pos s c).le
      linarith [curvature dx, mul_pos ha (pow_pos s 3), mul_pos hb (pow_pos c 3)]
    · rintro t ⟨it, mt⟩
      have dt := mt.deriv_eq_zero
      have ht : t ∈ stationaryPoints (V * cos w ^ 3) (V * sin w ^ 3) U := ⟨it, dt⟩
      rw [hS] at ht
      rcases ht with ht | ht | ⟨z, hz, -⟩
      · exact ht
      · -- the third-quadrant point has negative curvature, so it is no minimum
        exfalso
        obtain ⟨s', c'⟩ := quadrant_pos hy
        have k := curvature dt
        have hs : sin t = -sin y := by rw [ht, sin_add_pi]
        have hc : cos t = -cos y := by rw [ht, cos_add_pi]
        rw [hs, hc] at k
        have neg : deriv (deriv (energy (V * cos w ^ 3) (V * sin w ^ 3) U)) t < 0 := by
          by_contra hn
          have h4 := mul_nonneg (not_lt.1 hn) (mul_pos s' c').le
          have h5 := mul_pos ha (pow_pos s' 3)
          have h6 := mul_pos hb (pow_pos c' 3)
          nlinarith
        have h1 : ∀ᶠ r in 𝓝 t, energy (V * cos w ^ 3) (V * sin w ^ 3) U t
            ≤ energy (V * cos w ^ 3) (V * sin w ^ 3) U r := mt
        have h2 : ∀ᶠ r in 𝓝 t, energy (V * cos w ^ 3) (V * sin w ^ 3) U r
            ≤ energy (V * cos w ^ 3) (V * sin w ^ 3) U t :=
          isLocalMax_of_deriv_deriv_neg neg dt (hasDerivAt_energy _ _ _ _).continuousAt
        have he : energy (V * cos w ^ 3) (V * sin w ^ 3) U =ᶠ[𝓝 t]
            fun _ => energy (V * cos w ^ 3) (V * sin w ^ 3) U t := by
          filter_upwards [h1, h2] with r a1 a2 using le_antisymm a2 a1
        have h0 := he.deriv.deriv_eq
        simp only [deriv_const'] at h0
        linarith
      · exact absurd (opposed_strong hV hw hlt.le hz).2 hlt.ne

end

end MeanFieldDimer
```
```lean
#print axioms MeanFieldDimer.ncard_stationaryPoints
#print axioms MeanFieldDimer.metastable_minimum
```

```
'MeanFieldDimer.ncard_stationaryPoints' depends on axioms: [propext, Classical.choice, Quot.sound]
'MeanFieldDimer.metastable_minimum' depends on axioms: [propext, Classical.choice, Quot.sound]
```
